# Probing with k colours gives the trace of an exponentially decaying chain matrix to within 2NCq^k/(1 − q^k), for any signs

Suppose the trace of a large matrix $A$ is estimated from a single vector $s$ of signs $\pm1$, as $s^TAs$. The diagonal contributes exactly $\mathrm{Tr}\,A$, but every off-diagonal element enters too, and if these elements decay with distance, the largest join near neighbours. For a chain of $N$ sites with $A_{ij}=Cq^{|i-j|}$, $C,q\ge 0$, and all signs equal, the nearest-neighbour elements alone give an error of $2(N-1)Cq$. The error per site does not shrink as the chain grows.

Probing removes the near neighbours by splitting $s$ into $k$ vectors, each supported on sites $k$ spacings apart. If $|A_{ij}|\le Cq^{|i-j|}$ with $0\le q<1$, the remaining error is at most $2NCq^k/(1-q^k)$, whatever the signs.

The decay condition stands for locality. For $q>0$, write $q=e^{-1/\xi}$; then $\xi$ is a decay length in lattice spacings, and $C$ sets the size of the elements. For non-interacting electrons on a finite chain with one orbital per site, $A$ could be a density matrix with such decay, and this estimate of its trace would take $k$ products of $A$ with a vector. The decay is assumed here, not derived from a gap or a temperature.

In Lean 4 with Mathlib:

```lean
import Mathlib

open Matrix Finset

namespace ProbedTrace

noncomputable section
```

## The chain, its colours and the estimator

Number the sites $0,\dots,N-1$ on an open chain, and let the distance between two of them be $d(i,j)=|i-j|$.

```lean
/-- The distance between two sites of a chain, in lattice spacings. -/
def siteDist {N : ℕ} (i j : Fin N) : ℕ := ((i : ℤ) - (j : ℤ)).natAbs
```

Sites are elements of `Fin N`. The subtraction is done in the integers, and `natAbs` returns a natural number, which can serve as an exponent of $q$.

Site $i$ has colour $i \bmod k$. The probing vector $v_c$ keeps the entries of $s$ on colour $c$:
$$(v_c)_i=\begin{cases}s_i & i\bmod k=c,\\ 0&\text{otherwise.}\end{cases}$$

```lean
/-- The probing vector of colour `c`: the vector `s` restricted to the sites `i` with
`i mod k = c`. -/
def probe {N : ℕ} (k : ℕ) (s : Fin N → ℝ) (c : ℕ) : Fin N → ℝ :=
  fun i => if (i : ℕ) % k = c then s i else 0
```

The estimator adds the quadratic forms of all colours:
$$T_k(s)=\sum_{c=0}^{k-1}v_c^TAv_c .$$

```lean
/-- The probing estimate of the trace: the sum of the quadratic forms of `A` over the
probing vectors of all `k` colours. -/
def probedTrace {N : ℕ} (k : ℕ) (A : Matrix (Fin N) (Fin N) ℝ) (s : Fin N → ℝ) : ℝ :=
  ∑ c ∈ range k, probe k s c ⬝ᵥ A *ᵥ probe k s c
```

Here `*ᵥ` applies the matrix and `⬝ᵥ` is the real dot product. The matrix is real but need not be symmetric, and its action is taken as exact, so errors from a polynomial approximation of $A$ are not included.

One particular matrix will test how sharp the bound is: the chain that saturates the decay condition, $A_{ij}=Cq^{|i-j|}$.

```lean
/-- The chain matrix whose elements are exactly `C q^|i-j|`. -/
def geometricChain (N : ℕ) (C q : ℝ) : Matrix (Fin N) (Fin N) ℝ :=
  Matrix.of fun i j => C * q ^ siteDist i j
```

## Sites of equal colour are far apart

If $i\bmod k=j\bmod k$, then $i-j$ is a multiple of $k$, and so is $d(i,j)$.

```lean
/-- The distance between two sites of equal colour is a multiple of `k`. -/
theorem dvd_siteDist {N k : ℕ} {i j : Fin N} (h : (i : ℕ) % k = (j : ℕ) % k) :
    k ∣ siteDist i j := by
  have h' : (j : ℕ) ≡ (i : ℕ) [MOD k] := h.symm
  exact Int.natCast_dvd.mp (Nat.modEq_iff_dvd.mp h')
```

If moreover $i\ne j$, the distance is a positive multiple of $k$, hence $d(i,j)\ge k$.

```lean
/-- Two distinct sites of equal colour are at least `k` lattice spacings apart. -/
theorem le_siteDist {N k : ℕ} {i j : Fin N} (hne : j ≠ i)
    (h : (i : ℕ) % k = (j : ℕ) % k) : k ≤ siteDist i j := by
  have hv : (j : ℕ) ≠ i := fun e => hne (Fin.ext e)
  have hpos : 0 < siteDist i j := by
    unfold siteDist
    omega
  exact Nat.le_of_dvd hpos (dvd_siteDist h)
```

## The error consists of distinct pairs of equal colour

Let $k\ge1$. Insert the definition of $v_c$ and carry out the colour sum first:
$$T_k(s)=\sum_{i,j}s_iA_{ij}s_j\sum_{c=0}^{k-1}[i\bmod k=c]\,[j\bmod k=c],$$
where a bracket is 1 if its condition holds and 0 otherwise. The inner sum is 1 for equal colours and 0 for different ones. Since $s_i^2=1$, the terms with $i=j$ add up to $\mathrm{Tr}\,A$, so
$$T_k(s)-\mathrm{Tr}\,A=\sum_i\ \sum_{\substack{j\ne i\\ j\bmod k=i\bmod k}}s_iA_{ij}s_j .$$

```lean
/-- For any signs, the error of the probing estimate is the sum of `s_i A_ij s_j` over
pairs of distinct sites of equal colour. -/
theorem probedTrace_sub_trace {N k : ℕ} (hk : 0 < k) (A : Matrix (Fin N) (Fin N) ℝ)
    (s : Fin N → ℝ) (hs : ∀ i, s i = 1 ∨ s i = -1) :
    probedTrace k A s - A.trace =
      ∑ i : Fin N, ∑ j : Fin N,
        if j ≠ i ∧ (i : ℕ) % k = (j : ℕ) % k then s i * A i j * s j else 0 := by
  -- only pairs of equal colour survive the sum over colours
  have hpairs : probedTrace k A s =
      ∑ i : Fin N, ∑ j : Fin N,
        if (i : ℕ) % k = (j : ℕ) % k then s i * A i j * s j else 0 := by
    simp only [probedTrace, dotProduct, Matrix.mulVec, Finset.mul_sum]
    rw [Finset.sum_comm]
    refine Finset.sum_congr rfl fun i _ => ?_
    rw [Finset.sum_comm]
    refine Finset.sum_congr rfl fun j _ => ?_
    rw [Finset.sum_eq_single ((i : ℕ) % k)]
    · by_cases h : (i : ℕ) % k = (j : ℕ) % k
      · simp [probe, h, mul_assoc]
      · simp [probe, h, Ne.symm h]
    · intro c _ hc
      simp [probe, Ne.symm hc]
    · intro h
      exact absurd (Finset.mem_range.mpr (Nat.mod_lt _ hk)) h
  rw [hpairs, Matrix.trace, ← Finset.sum_sub_distrib]
  refine Finset.sum_congr rfl fun i _ => ?_
  -- the diagonal pairs give the trace because the signs square to one
  have h1 : s i * A i i * s i = A i i := by
    rcases hs i with h | h <;> simp [h]
  have h2 : A.diag i = ∑ j, if j = i then A i j else 0 := by simp [Matrix.diag]
  rw [h2, ← Finset.sum_sub_distrib]
  refine Finset.sum_congr rfl fun j _ => ?_
  by_cases hj : j = i
  · simp [hj, h1]
  · simp [hj]
```

The hypothesis `hs` says that each entry of `s` is $1$ or $-1$. In the proof, `hpairs` is the first formula: `Finset.sum_comm` moves the colour sum inside, and `Finset.sum_eq_single` keeps its only surviving colour, $i\bmod k$. The step `h1` is $s_iA_{ii}s_i=A_{ii}$. The trace is then subtracted term by term.

## A geometric series on each side of a site

Fix a site $i$ and a set $S$ of other sites of its colour, all at different distances from $i$. Each distance has the form $d(i,j)=k(m_j+1)$ with $m_j\ge0$, and the $m_j$ are distinct. Therefore
$$\sum_{j\in S}q^{d(i,j)}=q^k\sum_{j\in S}(q^k)^{m_j}\le q^k\sum_{m=0}^\infty (q^k)^m=\frac{q^k}{1-q^k}.$$

```lean
/-- For `0 ≤ q < 1`, the decay factors `q^|i-j|` from site `i` to a set of other sites `j` of its
colour, all at different distances from `i`, sum to at most `q^k/(1 - q^k)`. -/
theorem one_sided_sum_le {N k : ℕ} (hk : 0 < k) {q : ℝ} (hq0 : 0 ≤ q) (hq1 : q < 1)
    (i : Fin N) (S : Finset (Fin N))
    (hS : ∀ j ∈ S, j ≠ i ∧ (i : ℕ) % k = (j : ℕ) % k)
    (hinj : ∀ a ∈ S, ∀ b ∈ S, siteDist i a = siteDist i b → a = b) :
    ∑ j ∈ S, q ^ siteDist i j ≤ q ^ k / (1 - q ^ k) := by
  have hr0 : 0 ≤ q ^ k := pow_nonneg hq0 k
  have hr1 : q ^ k < 1 := pow_lt_one₀ hq0 hq1 hk.ne'
  have hd : ∀ j ∈ S, siteDist i j = k * (siteDist i j / k - 1 + 1) := by
    intro j hj
    obtain ⟨hne, hc⟩ := hS j hj
    have h1 : 0 < siteDist i j / k := Nat.div_pos (le_siteDist hne hc) hk
    rw [Nat.sub_add_cancel h1, Nat.mul_div_cancel' (dvd_siteDist hc)]
  have hg : Set.InjOn (fun j => siteDist i j / k - 1) (S : Set (Fin N)) := by
    intro a ha b hb h
    have h' : siteDist i a / k - 1 = siteDist i b / k - 1 := h
    have ha' := Finset.mem_coe.mp ha
    have hb' := Finset.mem_coe.mp hb
    exact hinj a ha' b hb' ((hd a ha').trans ((by rw [h'] : _ = _).trans (hd b hb').symm))
  -- compare with the full geometric series in `q^k`
  calc ∑ j ∈ S, q ^ siteDist i j
      = ∑ j ∈ S, q ^ k * (q ^ k) ^ (siteDist i j / k - 1) :=
        Finset.sum_congr rfl fun j hj => by
          conv_lhs => rw [hd j hj]
          rw [pow_mul, pow_succ']
    _ = q ^ k * ∑ m ∈ S.image (fun j => siteDist i j / k - 1), (q ^ k) ^ m := by
        rw [Finset.sum_image hg, Finset.mul_sum]
    _ ≤ q ^ k * (1 - q ^ k)⁻¹ := by
        refine mul_le_mul_of_nonneg_left ?_ hr0
        rw [← tsum_geometric_of_lt_one hr0 hr1]
        exact (summable_geometric_of_lt_one hr0 hr1).sum_le_tsum _
          (fun m _ => pow_nonneg hr0 m)
    _ = q ^ k / (1 - q ^ k) := (div_eq_mul_inv _ _).symm
```

The integer $m_j$ appears as `siteDist i j / k - 1`. The step `hd` is the formula for the distance, and `hg` says that different sites have different $m_j$. This lets `Finset.sum_image` replace the sum over sites by a sum over integers, which is at most the full series because all terms are nonnegative.

## The error bound for every choice of signs

The sites to the right of $i$ lie at different distances from it, and so do those to the left. Since $|s_i|=|s_j|=1$, the error in row $i$ obeys
$$\Bigl|\sum_{\substack{j\ne i\\ j\bmod k=i\bmod k}}s_iA_{ij}s_j\Bigr|\le C\sum_{\substack{j\ne i\\ j\bmod k=i\bmod k}}q^{d(i,j)}\le\frac{2Cq^k}{1-q^k}.$$
The last inequality needs $C\ge0$, which follows from $0\le|A_{ii}|\le Cq^0=C$. Summing over the $N$ rows gives
$$|T_k(s)-\mathrm{Tr}\,A|\le\frac{2NCq^k}{1-q^k}.$$

```lean
/-- If `|A_ij| ≤ C q^|i-j|` on a chain of `N` sites, with `0 ≤ q < 1`, then for any signs the
probing estimate with `k ≥ 1` colours differs from the trace by at most `2 N C q^k/(1 - q^k)`. -/
theorem abs_probedTrace_sub_trace_le {N k : ℕ} (hk : 0 < k) {C q : ℝ} (hq0 : 0 ≤ q)
    (hq1 : q < 1) (A : Matrix (Fin N) (Fin N) ℝ)
    (hA : ∀ i j, |A i j| ≤ C * q ^ siteDist i j)
    (s : Fin N → ℝ) (hs : ∀ i, s i = 1 ∨ s i = -1) :
    |probedTrace k A s - A.trace| ≤ 2 * N * C * q ^ k / (1 - q ^ k) := by
  have hs1 : ∀ i, |s i| = 1 := fun i => by rcases hs i with h | h <;> simp [h]
  have hrow : ∀ i : Fin N,
      |∑ j : Fin N, if j ≠ i ∧ (i : ℕ) % k = (j : ℕ) % k then s i * A i j * s j else 0|
        ≤ C * (q ^ k / (1 - q ^ k) + q ^ k / (1 - q ^ k)) := by
    intro i
    have hC : 0 ≤ C := by
      have h := (abs_nonneg _).trans (hA i i)
      simpa [siteDist] using h
    rw [← Finset.sum_filter]
    refine (Finset.abs_sum_le_sum_abs _ _).trans ?_
    refine (Finset.sum_le_sum (g := fun j => C * q ^ siteDist i j) fun j _ => ?_).trans ?_
    · rw [abs_mul, abs_mul, hs1, hs1, one_mul, mul_one]
      exact hA i j
    rw [← Finset.mul_sum]
    refine mul_le_mul_of_nonneg_left ?_ hC
    -- sites to the right and to the left of `i`
    rw [← Finset.sum_filter_add_sum_filter_not _ (fun j => i < j)]
    refine add_le_add (one_sided_sum_le hk hq0 hq1 i _ ?_ ?_)
      (one_sided_sum_le hk hq0 hq1 i _ ?_ ?_)
    · intro j hj
      exact (Finset.mem_filter.mp (Finset.mem_filter.mp hj).1).2
    · intro a ha b hb h
      have ha' : (i : ℕ) < a := (Finset.mem_filter.mp ha).2
      have hb' : (i : ℕ) < b := (Finset.mem_filter.mp hb).2
      unfold siteDist at h
      exact Fin.ext (by omega)
    · intro j hj
      exact (Finset.mem_filter.mp (Finset.mem_filter.mp hj).1).2
    · intro a ha b hb h
      have ha' : ¬ (i : ℕ) < a := (Finset.mem_filter.mp ha).2
      have hb' : ¬ (i : ℕ) < b := (Finset.mem_filter.mp hb).2
      unfold siteDist at h
      exact Fin.ext (by omega)
  rw [probedTrace_sub_trace hk A s hs]
  refine (Finset.abs_sum_le_sum_abs _ _).trans
    ((Finset.sum_le_sum fun i _ => hrow i).trans (le_of_eq ?_))
  rw [Finset.sum_const, Finset.card_univ, Fintype.card_fin, nsmul_eq_mul]
  ring
```

The row estimate is `hrow`. It splits the sites by the condition `i < j` and applies the one-sided lemma to each part; `omega` checks that on one side the distance determines the site. The theorem covers every finite chain, including the empty one, and every $k\ge1$, even $k>N$. It is a worst-case statement about signs. It therefore also bounds the average error over random signs, but it makes no use of cancellations, which can make that error smaller.

## Short-ranged matrices give the trace exactly

If $A_{ij}=0$ whenever $d(i,j)\ge k$, every term of the error formula vanishes, because its sites are at least $k$ apart. Then $T_k(s)=\mathrm{Tr}\,A$. For a tridiagonal matrix, for example, two colours suffice.

```lean
/-- If `A` has no elements between sites `k` or more spacings apart, the probing estimate
with `k` colours equals the trace for any signs. -/
theorem probedTrace_eq_trace_of_banded {N k : ℕ} (hk : 0 < k)
    (A : Matrix (Fin N) (Fin N) ℝ) (hA : ∀ i j, k ≤ siteDist i j → A i j = 0)
    (s : Fin N → ℝ) (hs : ∀ i, s i = 1 ∨ s i = -1) :
    probedTrace k A s = A.trace := by
  rw [← sub_eq_zero, probedTrace_sub_trace hk A s hs]
  refine Finset.sum_eq_zero fun i _ => Finset.sum_eq_zero fun j _ => ?_
  split_ifs with h
  · rw [hA i j (le_siteDist h.1 h.2), mul_zero, zero_mul]
  · rfl
```

## One number of colours for all chain lengths

Let an error $\varepsilon>0$ per site be allowed, and let $C\ge0$. Since $q<1$, some $k$ satisfies
$$q^k<\frac{\varepsilon}{2C+\varepsilon}.$$
This $k$ is not zero, because $q^0=1$ while the right side is at most 1. Rearranging gives $2Cq^k\le\varepsilon(1-q^k)$, and the error bound becomes $|T_k(s)-\mathrm{Tr}\,A|\le N\varepsilon$.

```lean
/-- For given decay constants and a given error `ε` per site, one number of colours
suffices for chains of every length and for all signs. -/
theorem exists_colours_uniform {C q ε : ℝ} (hC : 0 ≤ C) (hq0 : 0 ≤ q) (hq1 : q < 1)
    (hε : 0 < ε) :
    ∃ k : ℕ, 0 < k ∧ ∀ (N : ℕ) (A : Matrix (Fin N) (Fin N) ℝ) (s : Fin N → ℝ),
      (∀ i j, |A i j| ≤ C * q ^ siteDist i j) → (∀ i, s i = 1 ∨ s i = -1) →
        |probedTrace k A s - A.trace| ≤ N * ε := by
  have hpos : 0 < 2 * C + ε := by linarith
  obtain ⟨k, hk⟩ := exists_pow_lt_of_lt_one (div_pos hε hpos) hq1
  rw [lt_div_iff₀ hpos] at hk
  have hk0 : 0 < k := by
    rcases Nat.eq_zero_or_pos k with h | h
    · rw [h, pow_zero] at hk
      linarith
    · exact h
  refine ⟨k, hk0, fun N A s hA hs => ?_⟩
  refine (abs_probedTrace_sub_trace_le hk0 hq0 hq1 A hA s hs).trans ?_
  have hr1 : q ^ k < 1 := pow_lt_one₀ hq0 hq1 hk0.ne'
  rw [div_le_iff₀ (sub_pos.mpr hr1)]
  have h : 2 * C * q ^ k ≤ ε * (1 - q ^ k) := by linarith
  have hN := mul_le_mul_of_nonneg_left h (Nat.cast_nonneg (α := ℝ) N)
  linarith
```

The order of the quantifiers carries the content: `k` is chosen before `N`, `A` and `s`, so it depends only on $C$, $q$ and $\varepsilon$. For this class of chain matrices, the number of products of $A$ with a vector at fixed error per site need not grow with the system.

## The rate $q^k$ is attained

Take $A_{ij}=Cq^{|i-j|}$ with $C,q\ge0$ on $N=M+k$ sites, and set all signs to $+1$. Every term of the error formula is now nonnegative, so keeping only some of them gives a lower bound. Keep the pairs $(m,m+k)$ and $(m+k,m)$ for $m=0,\dots,M-1$. These are $2M$ ordered pairs, each contributing $Cq^k$, so
$$T_k(s)-\mathrm{Tr}\,A\ge 2MCq^k .$$

```lean
/-- For the chain `C q^|i-j|` with `C, q ≥ 0`, `M + k` sites and all signs equal to one, the probing
estimate with `k ≥ 1` colours exceeds the trace by at least `2 M C q^k`. -/
theorem geometricChain_error_ge {k : ℕ} (hk : 0 < k) (M : ℕ) {C q : ℝ} (hC : 0 ≤ C)
    (hq0 : 0 ≤ q) :
    2 * M * C * q ^ k ≤ probedTrace k (geometricChain (M + k) C q) (fun _ => 1)
      - (geometricChain (M + k) C q).trace := by
  let F : Fin (M + k) × Fin (M + k) → ℝ := fun p =>
    if p.2 ≠ p.1 ∧ (p.1 : ℕ) % k = (p.2 : ℕ) % k then
      1 * geometricChain (M + k) C q p.1 p.2 * 1 else 0
  have hF : ∀ p, 0 ≤ F p := by
    intro p
    dsimp only [F]
    split_ifs
    · simp only [geometricChain, Matrix.of_apply]
      positivity
    · exact le_rfl
  have key : ∀ a b : Fin (M + k), ((b : ℕ) = a + k ∨ (a : ℕ) = b + k) →
      F (a, b) = C * q ^ k := by
    intro a b h
    have hd : siteDist a b = k := by
      unfold siteDist
      omega
    have hne : b ≠ a := by
      intro e
      rw [e] at h
      omega
    have hm : (a : ℕ) % k = (b : ℕ) % k := by
      rcases h with h | h <;> simp [h]
    simp [F, hne, hm, hd, geometricChain]
  -- the ordered pairs of sites exactly `k` spacings apart
  let g : Fin M ⊕ Fin M → Fin (M + k) × Fin (M + k) := Sum.elim
    (fun m => (Fin.castAdd k m, ⟨m + k, by have := m.isLt; omega⟩))
    (fun m => (⟨m + k, by have := m.isLt; omega⟩, Fin.castAdd k m))
  have hg : Function.Injective g := by
    rintro (a | a) (b | b) h <;>
      simp [g, Prod.ext_iff, Fin.ext_iff] at h ⊢ <;> omega
  have hval : ∀ x, F (g x) = C * q ^ k := by
    rintro (m | m)
    · exact key _ _ (Or.inl rfl)
    · exact key _ _ (Or.inr rfl)
  rw [probedTrace_sub_trace hk _ _ (fun _ => Or.inl rfl)]
  calc 2 * M * C * q ^ k = ∑ x, F (g x) := by
        simp only [hval, Finset.sum_const, Finset.card_univ, Fintype.card_sum,
          Fintype.card_fin, nsmul_eq_mul, Nat.cast_add]
        ring
    _ = ∑ p ∈ Finset.univ.image g, F p := (Finset.sum_image hg.injOn).symm
    _ ≤ ∑ p, F p :=
        Finset.sum_le_sum_of_subset_of_nonneg (Finset.subset_univ _) (fun p _ _ => hF p)
    _ = _ := Fintype.sum_prod_type F

end

end ProbedTrace
```

In the proof, `F` is the summand of the error formula, `key` evaluates it at distance $k$, and `g` lists the chosen pairs. Injectivity of `g` ensures that no pair is counted twice.

At fixed $k$, the ratio $M/(M+k)$ tends to 1 for long chains. A bound on the error per site that holds for all lengths and signs therefore has to be at least $2Cq^k$, which differs from the bound proved above only by the factor $1/(1-q^k)$.

```lean
#print axioms ProbedTrace.abs_probedTrace_sub_trace_le
-- 'ProbedTrace.abs_probedTrace_sub_trace_le' depends on axioms: [propext, Classical.choice, Quot.sound]
#print axioms ProbedTrace.probedTrace_eq_trace_of_banded
-- 'ProbedTrace.probedTrace_eq_trace_of_banded' depends on axioms: [propext, Classical.choice, Quot.sound]
#print axioms ProbedTrace.exists_colours_uniform
-- 'ProbedTrace.exists_colours_uniform' depends on axioms: [propext, Classical.choice, Quot.sound]
#print axioms ProbedTrace.geometricChain_error_ge
-- 'ProbedTrace.geometricChain_error_ge' depends on axioms: [propext, Classical.choice, Quot.sound]
```
